# The quasiparticle equation and its weight for an arrowhead Hamiltonian

Couple one electron state of energy e, with real strengths vₙ, to finitely many configurations of energies dₙ that do not couple to each other, and let Σ(w) = ∑ₙ vₙ²/(w − dₙ). For a real w different from every dₙ, w is an eigenvalue of the Hamiltonian exactly when w = e + Σ(w). The squared electron amplitude of a unit eigenvector is then Z(w) = 1/(1 − Σ′(w)), with Σ′ the derivative of Σ; it lies in (0, 1], and the same Z(w) is the residue at w of the electron's Green's function.

## Physical setting

The basis is orthonormal. It holds the electron state, labelled 0, and configurations labelled by n from a finite index set that does not contain the label 0. A configuration is pictured as an electron or hole together with one quasiboson. The Hamiltonian H is the real symmetric matrix with

    H₀₀ = e,   H₀ₙ = Hₙ₀ = vₙ,   Hₙₙ = dₙ,   Hₘₙ = 0 for m ≠ n.

Its nonzero entries fill one row, one column and the diagonal, hence the name arrowhead. The diagonal element of a one-shot GW (G₀W₀) correlation self-energy in a finite basis, taken without broadening, has the pole form of Σ, with dₙ an orbital energy shifted by an RPA excitation energy, so, with e standing for the orbital energy plus the static (frequency-independent) part of the correction, the result turns the diagonal quasiparticle equation w = e + Σ(w) into a matrix eigenproblem for a single orbital, finitely many real poles and configurations that do not couple to each other.

## Statement

Write 𝟙 for the unit matrix and define, for real arguments,

    Σ(w) = ∑ₙ vₙ²/(w − dₙ),   Z(w) = 1/(1 − Σ′(w)),   G(z) = [(z𝟙 − H)⁻¹]₀₀.

A number is called off the poles when it differs from every dₙ. A vector x has components x₀ and xₙ.

1. For w off the poles, a nonzero x with Hx = wx exists if and only if w = e + Σ(w).
2. For w off the poles, every x with Hx = wx and x·x = 1 has x₀² = Z(w), with 0 < Z(w) ≤ 1, and xₙ² = Z(w) vₙ²/(w − dₙ)² for each n.
3. For z off the poles with z ≠ e + Σ(z), the matrix z𝟙 − H is invertible and G(z) = 1/(z − e − Σ(z)).
4. For w off the poles with w = e + Σ(w), the product (z − w) G(z) tends to Z(w) as z → w.

## Derivation

The rows of Hx are

    (Hx)₀ = e x₀ + ∑ₙ vₙ xₙ,   (Hx)ₙ = vₙ x₀ + dₙ xₙ.

Let u₀ be the unit vector of the electron state and s a real number, and consider the equation with a source on the electron,

    w x − H x = s u₀.

Row n reads (w − dₙ) xₙ − vₙ x₀ = 0. Off the poles it can be divided by w − dₙ:

    xₙ = vₙ x₀/(w − dₙ).

Then ∑ₙ vₙ xₙ = Σ(w) x₀, and row 0, which reads (w − e) x₀ − ∑ₙ vₙ xₙ = s, becomes

    (w − e − Σ(w)) x₀ = s.

Each step reverses, so these two relations are equivalent to the source equation.

Claim 1 is the case s = 0. If x is an eigenvector, x₀ ≠ 0, because x₀ = 0 would force every xₙ = 0. Dividing (w − e − Σ(w)) x₀ = 0 by x₀ gives w = e + Σ(w). Conversely, if w = e + Σ(w), the vector with x₀ = 1 and xₙ = vₙ/(w − dₙ) satisfies both relations and is nonzero.

For claim 2, differentiate term by term:

    Σ′(w) = −S(w),   S(w) = ∑ₙ vₙ²/(w − dₙ)² ≥ 0.

The squared norm of an eigenvector is

    x·x = x₀² + ∑ₙ xₙ² = x₀² (1 + S(w)) = x₀² (1 − Σ′(w)).

Setting x·x = 1 gives x₀² = Z(w). Since 1 − Σ′(w) = 1 + S(w) ≥ 1, the weight satisfies 0 < Z(w) ≤ 1. Squaring the relation for xₙ gives the configuration weights.

Claim 3 is the case s = 1. If det(z𝟙 − H) were zero, z would be an eigenvalue, and claim 1 would give z = e + Σ(z). So the inverse exists, and its column y = (z𝟙 − H)⁻¹ u₀ solves z y − H y = u₀. Its electron component is y₀ = G(z), and (z − e − Σ(z)) y₀ = 1.

For claim 4, put f(z) = z − e − Σ(z). Then f(w) = 0 and f′(w) = 1 − Σ′(w) ≥ 1, so the difference quotient f(z)/(z − w) tends to a nonzero limit. For z near w and different from it, z is off the poles and f(z) ≠ 0, so claim 3 applies:

    (z − w) G(z) = (z − w)/f(z) → 1/f′(w) = Z(w).

As an instance, take one configuration with e = 0, v = 2, d = 3, and call its amplitude x₁. The matrix has rows (0, 2) and (2, 3), and Σ(w) = 4/(w − 3). The equation w = 4/(w − 3) is w² − 3w − 4 = 0, with roots −1 and 4. At w = −1, Σ′ = −4/16 and Z = 1/(1 + 1/4) = 4/5. The relation x₁ = 2x₀/(−4) gives the unit vector (2, −1)/√5, with x₀² = 4/5 and x₁² = 1/5. At w = 4, Σ′ = −4, Z = 1/5 and the unit vector is (1, 2)/√5. The Green's function is

    G(z) = (z − 3)/((z + 1)(z − 4)) = (4/5)/(z + 1) + (1/5)/(z − 4),

whose residues are the two weights.

The smallest case has no configurations. The sums are empty, H is the 1×1 matrix e, Σ vanishes, the only solution is w = e with Z = 1, and G(z) = 1/(z − e). The same formulas for Σ, Z and G hold off the poles when configurations are present and all vₙ are zero.

The second relation, applied to the column y, also gives the rest of that column, under the conditions of claim 3:

    [(z𝟙 − H)⁻¹]ₙ₀ = vₙ G(z)/(z − dₙ).

Lean's checked statements include the root −1 with its weight 4/5, whereas the root 4, the partial fractions and this last formula are worked only on paper here.

## What the formal version assumes

The basis is indexed by `Option ι` for a finite type `ι`, which may be empty: `none` is the label 0 and `some n` is configuration n. So `x none` is x₀, `x (some n)` is xₙ, and `Pi.single none s` is s u₀. The matrix `arrowhead e v d` is H, with `v` and `d` arbitrary real functions on `ι`. The dₙ need not be distinct and the vₙ may vanish. They are free parameters, and nothing derives them from a many-electron Hamiltonian or from RPA.

`selfEnergy v d w` is Σ(w). `qpWeight v d w` is Z(w), defined through `deriv (selfEnergy v d) w`, the derivative of the function itself, so the closed form −S(w) has to be proved. `greens e v d z` is the `none none` entry of the inverse matrix at a real z, with no imaginary shift. The residue in claim 4 is the limit along the real axis, from both sides and with z = w left out, which is the filter `𝓝[≠] w`.

Being off the poles is the hypothesis `∀ n, w ≠ d n`. Lean sets division by zero and the inverse of a singular matrix to zero, so Σ at a pole and G at an eigenvalue carry values without physical meaning; this is why `greens_eq` states `IsUnit` of the determinant along with the formula. An eigenvalue is expressed by a nonzero `x` with `arrowhead e v d *ᵥ x = w • x`, and normalisation by `x ⬝ᵥ x = 1`, which sets the squared Euclidean norm in the orthonormal real basis to one.

The theorems are silent on eigenvalues equal to some dₙ, which occur for example when a configuration is uncoupled. They do not say how many solutions the quasiparticle equation has, where these lie, or what their weights add up to. They treat every solution alike and do not single out a main quasiparticle peak from satellites. Several electron states, couplings among configurations, complex energies and continua lie beyond the model.

## The Lean file

```lean
import Mathlib

open Matrix Filter Topology

namespace ArrowheadQuasiparticle

noncomputable section

variable {ι : Type*} [Fintype ι] [DecidableEq ι]

/-- Arrowhead Hamiltonian: the electron state `none` has energy `e` and couples with strength
`v n` to the configuration `some n` of energy `d n`. -/
def arrowhead (e : ℝ) (v d : ι → ℝ) : Matrix (Option ι) (Option ι) ℝ :=
  Matrix.of fun i j =>
    match i, j with
    | none, none => e
    | none, some n => v n
    | some n, none => v n
    | some m, some n => if m = n then d m else 0

/-- Self-energy `Σ(w) = ∑ vₙ² / (w - dₙ)`. -/
def selfEnergy (v d : ι → ℝ) (w : ℝ) : ℝ := ∑ n, v n ^ 2 / (w - d n)

/-- Renormalisation factor `Z(w) = 1 / (1 - Σ'(w))`. -/
def qpWeight (v d : ι → ℝ) (w : ℝ) : ℝ := 1 / (1 - deriv (selfEnergy v d) w)

/-- Green's function of the electron: the electron-electron element of `(z - H)⁻¹`. -/
def greens (e : ℝ) (v d : ι → ℝ) (z : ℝ) : ℝ :=
  (z • (1 : Matrix (Option ι) (Option ι) ℝ) - arrowhead e v d)⁻¹ none none

/-- The electron row and the configuration rows of `H x`. -/
theorem arrowhead_mulVec (e : ℝ) (v d : ι → ℝ) (x : Option ι → ℝ) :
    (arrowhead e v d *ᵥ x) none = e * x none + ∑ n, v n * x (some n) ∧
      ∀ n, (arrowhead e v d *ᵥ x) (some n) = v n * x none + d n * x (some n) := by
  constructor
  · simp [arrowhead, Matrix.mulVec, dotProduct, Fintype.sum_option]
  · intro n
    simp [arrowhead, Matrix.mulVec, dotProduct, Fintype.sum_option]

/-- Off the poles, `(w - H) x = s u₀`, with `u₀` the unit vector of the electron state, holds exactly when
`(w - e - Σ(w)) x₀ = s` and `xₙ = vₙ x₀ / (w - dₙ)`. -/
theorem source_equation_iff (e : ℝ) {v d : ι → ℝ} {w : ℝ} (hw : ∀ n, w ≠ d n) (s : ℝ)
    (x : Option ι → ℝ) :
    w • x - arrowhead e v d *ᵥ x = (Pi.single none s : Option ι → ℝ) ↔
      (w - e - selfEnergy v d w) * x none = s ∧
        ∀ n, x (some n) = v n / (w - d n) * x none := by
  obtain ⟨h0, h1⟩ := arrowhead_mulVec e v d x
  -- eliminated amplitudes feed back as the self-energy
  have key : (∀ n, x (some n) = v n / (w - d n) * x none) →
      ∑ n, v n * x (some n) = selfEnergy v d w * x none := by
    intro h
    unfold selfEnergy
    rw [Finset.sum_mul]
    refine Finset.sum_congr rfl fun n _ => ?_
    rw [h n]
    ring
  constructor
  · intro h
    have hs : ∀ n, x (some n) = v n / (w - d n) * x none := by
      intro n
      have hrow : w * x (some n) - (v n * x none + d n * x (some n)) = 0 := by
        rw [← h1 n]
        simpa using congrFun h (some n)
      rw [div_mul_eq_mul_div, eq_div_iff (sub_ne_zero.mpr (hw n))]
      linear_combination hrow
    have hrow := congrFun h none
    simp only [Pi.sub_apply, Pi.smul_apply, smul_eq_mul, Pi.single_eq_same] at hrow
    rw [h0, key hs] at hrow
    exact ⟨by linear_combination hrow, hs⟩
  · rintro ⟨h, hs⟩
    funext i
    cases i with
    | none =>
      simp only [Pi.sub_apply, Pi.smul_apply, smul_eq_mul, Pi.single_eq_same]
      rw [h0, key hs]
      linear_combination h
    | some n =>
      have hz : (Pi.single none s : Option ι → ℝ) (some n) = 0 := by simp
      have hc : v n / (w - d n) * (w - d n) = v n :=
        div_mul_cancel₀ _ (sub_ne_zero.mpr (hw n))
      simp only [Pi.sub_apply, Pi.smul_apply, smul_eq_mul]
      rw [hz, h1 n, hs n]
      linear_combination (x none) * hc

/-- Off the poles, `w` is an eigenvalue of `H` exactly when it solves the quasiparticle
equation `w = e + Σ(w)`. -/
theorem eigenvalue_iff (e : ℝ) {v d : ι → ℝ} {w : ℝ} (hw : ∀ n, w ≠ d n) :
    (∃ x : Option ι → ℝ, x ≠ 0 ∧ arrowhead e v d *ᵥ x = w • x) ↔
      w = e + selfEnergy v d w := by
  constructor
  · rintro ⟨x, hx0, hx⟩
    obtain ⟨h, hs⟩ := (source_equation_iff e (v := v) hw 0 x).mp (by rw [hx]; simp)
    -- a vanishing electron amplitude would kill the whole vector
    have hne : x none ≠ 0 := by
      intro h0
      apply hx0
      funext i
      cases i with
      | none => exact h0
      | some n => rw [hs n, h0]; simp
    have := (mul_eq_zero.mp h).resolve_right hne
    linarith
  · intro h
    let x : Option ι → ℝ := fun i => Option.elim i 1 fun n => v n / (w - d n)
    have hx := (source_equation_iff e (v := v) hw 0 x).mpr
      ⟨by
        have h' : w - e - selfEnergy v d w = 0 := by linarith
        rw [h', zero_mul], fun n => by simp [x]⟩
    rw [Pi.single_zero, sub_eq_zero] at hx
    refine ⟨x, fun h0 => ?_, hx.symm⟩
    simpa [x] using congrFun h0 none

omit [DecidableEq ι] in
/-- Off the poles the self-energy has derivative `-∑ vₙ² / (w - dₙ)²`. -/
theorem hasDerivAt_selfEnergy (v : ι → ℝ) {d : ι → ℝ} {w : ℝ} (hw : ∀ n, w ≠ d n) :
    HasDerivAt (selfEnergy v d) (-∑ n, v n ^ 2 / (w - d n) ^ 2) w := by
  unfold selfEnergy
  rw [← Finset.sum_neg_distrib]
  refine HasDerivAt.fun_sum fun n _ => ?_
  exact ((hasDerivAt_const w (v n ^ 2)).fun_div ((hasDerivAt_id' w).sub_const (d n))
    (sub_ne_zero.mpr (hw n))).congr_deriv (by ring)

/-- A unit eigenvector of `H` with eigenvalue `w` off the poles has electron weight
`x₀² = Z(w)`, with `0 < Z(w) ≤ 1`, and configuration weights `xₙ² = Z vₙ² / (w - dₙ)²`. -/
theorem electron_weight (e : ℝ) {v d : ι → ℝ} {w : ℝ} (hw : ∀ n, w ≠ d n)
    {x : Option ι → ℝ} (hx : arrowhead e v d *ᵥ x = w • x) (hnorm : x ⬝ᵥ x = 1) :
    x none ^ 2 = qpWeight v d w ∧ 0 < qpWeight v d w ∧ qpWeight v d w ≤ 1 ∧
      ∀ n, x (some n) ^ 2 = qpWeight v d w * (v n ^ 2 / (w - d n) ^ 2) := by
  obtain ⟨-, hs⟩ := (source_equation_iff e (v := v) hw 0 x).mp (by rw [hx]; simp)
  have hsum : ∑ n, x (some n) * x (some n) = x none ^ 2 * ∑ n, v n ^ 2 / (w - d n) ^ 2 := by
    rw [Finset.mul_sum]
    refine Finset.sum_congr rfl fun n _ => ?_
    rw [hs n, ← div_pow]
    ring
  have hS : 0 ≤ ∑ n, v n ^ 2 / (w - d n) ^ 2 := Finset.sum_nonneg fun n _ => by positivity
  have hder := (hasDerivAt_selfEnergy v hw).deriv
  have hD : 0 < 1 - deriv (selfEnergy v d) w := by linarith
  -- normalisation reads x₀² (1 - Σ') = 1
  have hZ : x none ^ 2 = qpWeight v d w := by
    unfold qpWeight
    rw [dotProduct, Fintype.sum_option, hsum] at hnorm
    rw [eq_div_iff hD.ne', hder]
    linear_combination hnorm
  refine ⟨hZ, one_div_pos.mpr hD, (div_le_one hD).mpr (by linarith), fun n => ?_⟩
  rw [← hZ, hs n, ← div_pow]
  ring

/-- Dyson form: off the poles and off the solutions of the quasiparticle equation, `z - H` is
invertible and `G(z) = 1 / (z - e - Σ(z))`. -/
theorem greens_eq (e : ℝ) {v d : ι → ℝ} {z : ℝ} (hz : ∀ n, z ≠ d n)
    (hne : z ≠ e + selfEnergy v d z) :
    IsUnit (z • (1 : Matrix (Option ι) (Option ι) ℝ) - arrowhead e v d).det ∧
      greens e v d z = 1 / (z - e - selfEnergy v d z) := by
  have hM : ∀ x : Option ι → ℝ,
      (z • (1 : Matrix (Option ι) (Option ι) ℝ) - arrowhead e v d) *ᵥ x
        = z • x - arrowhead e v d *ᵥ x := by
    intro x
    rw [Matrix.sub_mulVec, Matrix.smul_mulVec, Matrix.one_mulVec]
  have hdet : IsUnit (z • (1 : Matrix (Option ι) (Option ι) ℝ) - arrowhead e v d).det := by
    refine isUnit_iff_ne_zero.mpr fun h => ?_
    obtain ⟨x, hx0, hx⟩ := Matrix.exists_mulVec_eq_zero_iff.mpr h
    rw [hM, sub_eq_zero] at hx
    exact hne ((eigenvalue_iff e hz).mp ⟨x, hx0, hx.symm⟩)
  have hcol : ∀ A : Matrix (Option ι) (Option ι) ℝ,
      (A *ᵥ (Pi.single none 1 : Option ι → ℝ)) none = A none none := by
    intro A
    simp [Matrix.mulVec, dotProduct, Fintype.sum_option]
  -- the electron column of the resolvent solves the equation with unit source
  have h := ((source_equation_iff e (v := v) hz 1
    ((z • (1 : Matrix (Option ι) (Option ι) ℝ) - arrowhead e v d)⁻¹ *ᵥ
      (Pi.single none 1 : Option ι → ℝ))).mp (by
      rw [← hM, Matrix.mulVec_mulVec, Matrix.mul_nonsing_inv _ hdet, Matrix.one_mulVec])).1
  rw [hcol] at h
  refine ⟨hdet, ?_⟩
  have hf : z - e - selfEnergy v d z ≠ 0 := fun h0 => hne (by linarith)
  unfold greens
  rw [eq_div_iff hf]
  linear_combination h

/-- At a solution `w` of the quasiparticle equation off the poles, `(z - w) G(z)` tends to
`Z(w)` as `z → w`. -/
theorem greens_residue (e : ℝ) {v d : ι → ℝ} {w : ℝ} (hw : ∀ n, w ≠ d n)
    (hqp : w = e + selfEnergy v d w) :
    Tendsto (fun z => (z - w) * greens e v d z) (𝓝[≠] w) (𝓝 (qpWeight v d w)) := by
  have hder := hasDerivAt_selfEnergy v hw
  have hS : 0 ≤ ∑ n, v n ^ 2 / (w - d n) ^ 2 := Finset.sum_nonneg fun n _ => by positivity
  have hD : 1 - deriv (selfEnergy v d) w ≠ 0 := by
    rw [hder.deriv]
    intro h
    linarith
  have hf : HasDerivAt (fun z => z - e - selfEnergy v d z)
      (1 - deriv (selfEnergy v d) w) w :=
    ((hasDerivAt_id' w).sub_const e).fun_sub hder.differentiableAt.hasDerivAt
  -- the difference quotient of z - e - Σ(z) at w tends to 1 - Σ'(w)
  have hs := hasDerivAt_iff_tendsto_slope.mp hf
  have hoff : ∀ᶠ z in 𝓝 w, ∀ n, z ≠ d n :=
    eventually_all.mpr fun n => eventually_ne_nhds (hw n)
  have hfw : w - e - selfEnergy v d w = 0 := by linarith
  unfold qpWeight
  rw [one_div]
  refine (hs.inv₀ hD).congr' ?_
  filter_upwards [hs.eventually_ne hD, hoff.filter_mono nhdsWithin_le_nhds] with z h1 h2
  have hsl : slope (fun z => z - e - selfEnergy v d z) w z
      = (z - e - selfEnergy v d z) / (z - w) := by
    rw [slope_def_field]
    show ((z - e - selfEnergy v d z) - (w - e - selfEnergy v d w)) / (z - w) = _
    rw [hfw, sub_zero]
  have hne : z ≠ e + selfEnergy v d z := by
    intro h
    have h0 : z - e - selfEnergy v d z = 0 := by linarith
    exact h1 (by rw [hsl, h0, zero_div])
  show (slope (fun z => z - e - selfEnergy v d z) w z)⁻¹ = (z - w) * greens e v d z
  rw [hsl, (greens_eq e h2 hne).2, inv_div, mul_one_div]

/-- One configuration with `e = 0`, `v = 2`, `d = 3`: the energy `w = -1` solves the
quasiparticle equation and `Z(-1) = 4/5`. -/
theorem two_level_witness :
    (-1 : ℝ) = 0 + selfEnergy (fun _ : Unit => 2) (fun _ => 3) (-1) ∧
      qpWeight (fun _ : Unit => 2) (fun _ => 3) (-1) = 4 / 5 := by
  constructor
  · norm_num [selfEnergy]
  · unfold qpWeight
    rw [(hasDerivAt_selfEnergy (fun _ : Unit => (2 : ℝ)) (d := fun _ => 3) (w := -1)
      (fun _ => by norm_num)).deriv]
    norm_num

end

end ArrowheadQuasiparticle
```

```lean
#print axioms ArrowheadQuasiparticle.electron_weight
#print axioms ArrowheadQuasiparticle.greens_residue
```

```
'ArrowheadQuasiparticle.electron_weight' depends on axioms: [propext, Classical.choice, Quot.sound]
'ArrowheadQuasiparticle.greens_residue' depends on axioms: [propext, Classical.choice, Quot.sound]
```

## Notes on the proof

`arrowhead_mulVec` gives the two rows of Hx, splitting the sum over `Option ι` into the `none` term and the sum over configurations with `Fintype.sum_option`.

`source_equation_iff` is the elimination. Its step `key` is ∑ₙ vₙ xₙ = Σ(w) x₀. In the forward direction the inner `hrow` is row n, the division by w − dₙ is `eq_div_iff` with the hypothesis `hw n`, and the second `hrow` is row 0, rewritten by `key hs`. The backward direction checks the two kinds of row in turn, and `hc` cancels w − dₙ in row n.

`eigenvalue_iff` applies this with source `0`. The step `hne` is the argument that x₀ = 0 makes the whole vector vanish, after which `mul_eq_zero` leaves w − e − Σ(w) = 0. For the converse it builds the unnormalised vector with x₀ = 1 by `Option.elim`. Its squared norm is 1 + S(w), so the unit eigenvector is this vector times √Z(w), up to sign.

`hasDerivAt_selfEnergy` differentiates term by term with `HasDerivAt.fun_sum` and uses the quotient rule `fun_div` on each term.

In `electron_weight`, `hsum` is ∑ₙ xₙ² = x₀² S(w), `hS` is S(w) ≥ 0, `hD` is 1 − Σ′(w) > 0, and `hZ` solves the normalisation condition for x₀². The two bounds on Z(w) use only `hS` and the derivative, not the eigenvector.

In `greens_eq`, `hdet` obtains a null vector from a vanishing determinant by `Matrix.exists_mulVec_eq_zero_iff` and contradicts `hne` through `eigenvalue_iff`. Then `source_equation_iff` with source `1` is applied to the column y, `Matrix.mul_nonsing_inv` verifies that y solves the source equation, and `hcol` identifies y₀ with the matrix entry.

In `greens_residue`, `hf` is f′(w) = 1 − Σ′(w), and `hasDerivAt_iff_tendsto_slope` turns it into convergence of the difference quotient `slope`. Taking reciprocals is `hs.inv₀ hD`. What remains is that the reciprocal slope equals (z − w) G(z) for z near w. There `hoff` keeps z off the finitely many poles, `hs.eventually_ne hD` keeps the slope nonzero, `hsl` uses f(w) = 0 to write the slope as f(z)/(z − w), and `greens_eq` supplies G(z) = 1/f(z).

`two_level_witness` takes `ι` to be `Unit` and evaluates Σ(−1) = −1 and Z(−1) = 4/5, the latter through `hasDerivAt_selfEnergy`.
